# A stationary covariance of OBABO for harmonic forces: exact momenta, positions biased by the time step

A molecule vibrates about a potential minimum while a Langevin thermostat holds it at temperature $T$. The simulation advances in steps of finite length $h$, and the kinetic energy averages to the correct value. Do the positions also fluctuate as they should?

For harmonic forces the question has an exact answer. With unit masses, a symmetric stiffness matrix $K$ and temperature in energy units, the classical canonical covariances are $TK^{-1}$ for positions and $TI$ for momenta, when $K$ is positive definite. If, in addition, $h\omega<2$ for every vibrational frequency $\omega$, the OBABO integrator has a stationary covariance with the same momentum block, but with position block $T\bigl(K(I-h^2K/4)\bigr)^{-1}$. A correct kinetic temperature in such a harmonic simulation therefore does not certify correct position fluctuations.

## The integrator as block matrices

```lean
import Mathlib

open scoped Matrix

namespace LangevinOBABO

noncomputable section

variable {n : Type*} [Fintype n] [DecidableEq n]
```

The finite type `n` labels the coordinates. `Matrix n n ℝ` is the type of real square matrices indexed by them.

```lean
/-- The half kick B: momenta change by `-(h/2) K q`, positions stay. -/
def kick (h : ℝ) (K : Matrix n n ℝ) : Matrix (n ⊕ n) (n ⊕ n) ℝ :=
  Matrix.fromBlocks 1 0 (-(h / 2) • K) 1
```

The index type `n ⊕ n` lists positions first, then momenta. `Matrix.fromBlocks` takes the upper left, upper right, lower left and lower right blocks, and `•` multiplies by a scalar. The half kick is

$$B=\begin{pmatrix}I&0\\-\tfrac h2K&I\end{pmatrix}.$$

```lean
/-- The drift A: positions change by `h p` (unit masses), momenta stay. -/
def drift (h : ℝ) : Matrix (n ⊕ n) (n ⊕ n) ℝ :=
  Matrix.fromBlocks 1 (h • 1) 0 1
```

The drift $A$ sends $q$ to $q+hp$ and leaves $p$ alone.

```lean
/-- The deterministic part BAB of the step. -/
def verlet (h : ℝ) (K : Matrix n n ℝ) : Matrix (n ⊕ n) (n ⊕ n) ℝ :=
  kick h K * drift h * kick h K
```

The product $V=BAB$ is a velocity Verlet step.

```lean
/-- The friction part of O: momenta are multiplied by `c`. -/
def friction (c : ℝ) : Matrix (n ⊕ n) (n ⊕ n) ℝ :=
  Matrix.fromBlocks 1 0 0 (c • 1)
```

Friction multiplies every momentum by $c$. For friction rate $\gamma$ and an O step of duration $h/2$, one would take $c=e^{-\gamma h/2}$.

```lean
/-- The noise amplitude of O, acting on momenta only; its domain is `0 ≤ T (1 - c²)`. -/
def noise (c T : ℝ) : Matrix (n ⊕ n) (n ⊕ n) ℝ :=
  Matrix.fromBlocks 0 0 0 (Real.sqrt (T * (1 - c ^ 2)) • 1)
```

The noise has amplitude $\sqrt{T(1-c^2)}$ in the momenta. This is the fluctuation–dissipation balance: the noise restores the variance that friction removes.

```lean
/-- The covariance update of the O step, with independent unit Gaussian noise. -/
def ouStep (c T : ℝ) (S : Matrix (n ⊕ n) (n ⊕ n) ℝ) : Matrix (n ⊕ n) (n ⊕ n) ℝ :=
  friction c * S * (friction c)ᵀ + noise c T * (noise c T)ᵀ
```

If $x'=Fx+N\xi$, with $\xi$ independent of $x$ and of unit covariance, then a covariance $S$ becomes $FSF^{\mathsf T}+NN^{\mathsf T}$. The definition takes this rule as the O step; `ᵀ` is the transpose.

```lean
/-- The covariance update of one full OBABO step. -/
def obabo (c T h : ℝ) (K : Matrix n n ℝ) (S : Matrix (n ⊕ n) (n ⊕ n) ℝ) :
    Matrix (n ⊕ n) (n ⊕ n) ℝ :=
  ouStep c T (verlet h K * ouStep c T S * (verlet h K)ᵀ)
```

A full step applies O, then $S\mapsto VSV^{\mathsf T}$, then O again.

```lean
/-- The matrix `I - h² K / 4`. -/
def stepFactor (h : ℝ) (K : Matrix n n ℝ) : Matrix n n ℝ := 1 - (h ^ 2 / 4) • K
```

Write $L=I-h^2K/4$ for `stepFactor`.

```lean
/-- The modified stiffness `K (I - h² K / 4)`. -/
def modifiedStiffness (h : ℝ) (K : Matrix n n ℝ) : Matrix n n ℝ := K * stepFactor h K
```

Write $G=KL$ for `modifiedStiffness`.

```lean
/-- The matrix `I - h² K / 2`. -/
def verletDiag (h : ℝ) (K : Matrix n n ℝ) : Matrix n n ℝ := 1 - (h ^ 2 / 2) • K
```

Write $a=I-h^2K/2$ for `verletDiag`.

```lean
/-- The position covariance `T (K (I - h² K / 4))⁻¹`, for `K` and `I - h² K / 4` invertible. -/
def positionCov (T h : ℝ) (K : Matrix n n ℝ) : Matrix n n ℝ := T • (modifiedStiffness h K)⁻¹
```

The candidate position covariance is $TG^{-1}$.

## Multiplying out BAB

```lean
/-- The BAB step in block form. -/
theorem verlet_eq (h : ℝ) (K : Matrix n n ℝ) :
    verlet h K = Matrix.fromBlocks (verletDiag h K) (h • 1)
      (-(h • modifiedStiffness h K)) (verletDiag h K) := by
  unfold verlet kick drift
  rw [Matrix.fromBlocks_multiply, Matrix.fromBlocks_multiply, Matrix.fromBlocks_inj]
  refine ⟨?_, ?_, ?_, ?_⟩ <;>
    simp only [verletDiag, modifiedStiffness, stepFactor, Matrix.mul_one, Matrix.one_mul,
      Matrix.mul_zero, add_zero, zero_add, Matrix.mul_smul, Matrix.smul_mul,
      Matrix.add_mul, Matrix.mul_sub] <;>
    module
```

The theorem says

$$V=\begin{pmatrix}a&hI\\-hG&a\end{pmatrix}.$$

By hand, first

$$AB=\begin{pmatrix}I-\tfrac{h^2}2K&hI\\-\tfrac h2K&I\end{pmatrix}.$$

Multiplying by $B$ from the left keeps the upper row. The lower left block becomes $-\tfrac h2K(I-\tfrac{h^2}2K)-\tfrac h2K=-hK+\tfrac{h^3}4K^2=-hG$, and the lower right becomes $I-\tfrac{h^2}2K=a$.

In Lean, `Matrix.fromBlocks_inj` splits the equation into four block equations. The device that finishes them, here and in most of the proofs below, is the tactic `module`. It proves equalities between linear combinations by comparing scalar coefficients, and it treats a matrix product such as `K * K` as a single indivisible vector. It does not expand matrix products itself. The preceding `simp only` must therefore distribute them and pull the scalars to the front. In the lower left block, what remains is to match the coefficients $-h$ of $K$ and $h^3/4$ of $K^2$.

```lean
/-- The diagonal block `a` of BAB and the modified stiffness `G` obey `a² = I - h² G`
and commute. -/
theorem verletDiag_relations (h : ℝ) (K : Matrix n n ℝ) :
    verletDiag h K * verletDiag h K = 1 - h ^ 2 • modifiedStiffness h K ∧
    verletDiag h K * modifiedStiffness h K = modifiedStiffness h K * verletDiag h K := by
  constructor <;>
    simp only [verletDiag, modifiedStiffness, stepFactor, Matrix.mul_sub, Matrix.sub_mul,
      Matrix.mul_one, Matrix.one_mul, Matrix.mul_smul, Matrix.smul_mul, Matrix.mul_assoc] <;>
    module
```

Two relations follow by expansion:

$$a^2=I-h^2K+\tfrac{h^4}4K^2=I-h^2G,\qquad aG=Ga.$$

The second holds because both matrices are polynomials in $K$. The same expansion followed by `module` proves both.

## What the thermostat does to a covariance

```lean
/-- The O step scales the cross-correlations by `c` and mixes the momentum covariance
with `T I`. -/
theorem ouStep_blocks {c T : ℝ} (hT : 0 ≤ T) (hc : c ^ 2 ≤ 1) (X Y Z W : Matrix n n ℝ) :
    ouStep c T (Matrix.fromBlocks X Y Z W) =
      Matrix.fromBlocks X (c • Y) (c • Z) (c ^ 2 • W + (T * (1 - c ^ 2)) • 1) := by
  have hs := Real.mul_self_sqrt (mul_nonneg hT (sub_nonneg.mpr hc))
  unfold ouStep friction noise
  simp only [Matrix.fromBlocks_transpose, Matrix.fromBlocks_multiply, Matrix.fromBlocks_add]
  rw [Matrix.fromBlocks_inj]
  refine ⟨?_, ?_, ?_, ?_⟩ <;>
    simp only [Matrix.transpose_smul, Matrix.transpose_one, Matrix.transpose_zero,
      Matrix.mul_one, Matrix.one_mul, Matrix.mul_zero, Matrix.zero_mul, add_zero, zero_add,
      Matrix.mul_smul, Matrix.smul_mul, smul_zero, smul_smul, hs]
  module
```

For arbitrary blocks,

$$\begin{pmatrix}X&Y\\Z&W\end{pmatrix}\mapsto\begin{pmatrix}X&cY\\cZ&c^2W+T(1-c^2)I\end{pmatrix}.$$

Friction contributes one factor $c$ for each momentum index, and the noise adds its squared amplitude. The hypotheses `0 ≤ T` and `c ^ 2 ≤ 1` say that the temperature is not negative and that friction does not amplify momenta. They make $T(1-c^2)$ nonnegative, so squaring its root returns it; this is `hs`. The physical range $0\le c\le1$ is included.

```lean
/-- The O step fixes every block diagonal covariance with momentum block `T I`. -/
theorem ouStep_fixed {c T : ℝ} (hT : 0 ≤ T) (hc : c ^ 2 ≤ 1) (X : Matrix n n ℝ) :
    ouStep c T (Matrix.fromBlocks X 0 0 (T • 1)) = Matrix.fromBlocks X 0 0 (T • 1) := by
  rw [ouStep_blocks hT hc, Matrix.fromBlocks_inj]
  refine ⟨rfl, smul_zero _, smul_zero _, ?_⟩
  module
```

With $Y=Z=0$ and $W=TI$, the momentum block becomes $c^2TI+T(1-c^2)I=TI$. The O step leaves this covariance unchanged for every $X$.

## The stationary covariance

```lean
/-- The covariance after BAB, started from position block `X`, momentum block `T I` and
no cross-correlation. -/
theorem verlet_push (T h : ℝ) {K : Matrix n n ℝ} (hK : K.IsSymm) (X : Matrix n n ℝ) :
    verlet h K * Matrix.fromBlocks X 0 0 (T • 1) * (verlet h K)ᵀ =
      Matrix.fromBlocks
        (verletDiag h K * X * verletDiag h K + (h ^ 2 * T) • 1)
        (-(h • (verletDiag h K * X * modifiedStiffness h K)) + (h * T) • verletDiag h K)
        (-(h • (modifiedStiffness h K * X * verletDiag h K)) + (h * T) • verletDiag h K)
        (h ^ 2 • (modifiedStiffness h K * X * modifiedStiffness h K) +
          T • (verletDiag h K * verletDiag h K)) := by
  have ha : (verletDiag h K)ᵀ = verletDiag h K := by
    simp only [verletDiag, Matrix.transpose_sub, Matrix.transpose_smul,
      Matrix.transpose_one, hK.eq]
  have hG : (modifiedStiffness h K)ᵀ = modifiedStiffness h K := by
    simp only [modifiedStiffness, stepFactor, Matrix.transpose_mul, Matrix.transpose_sub,
      Matrix.transpose_smul, hK.eq, Matrix.mul_sub, Matrix.mul_one, Matrix.mul_smul]
  rw [verlet_eq, Matrix.fromBlocks_transpose, Matrix.fromBlocks_multiply,
    Matrix.fromBlocks_multiply, Matrix.fromBlocks_inj]
  refine ⟨?_, ?_, ?_, ?_⟩ <;>
    simp only [Matrix.transpose_neg, Matrix.transpose_smul, Matrix.transpose_one, ha, hG,
      Matrix.mul_one, Matrix.one_mul, Matrix.mul_zero, add_zero, zero_add,
      Matrix.mul_smul, Matrix.smul_mul, Matrix.mul_neg, Matrix.neg_mul] <;>
    module
```

The hypothesis `K.IsSymm` means $K^{\mathsf T}=K$, as for the Hessian of a potential. It makes $a$ and $G$ symmetric, which `ha` and `hG` record. Then

$$V\begin{pmatrix}X&0\\0&TI\end{pmatrix}V^{\mathsf T}
=\begin{pmatrix}a&hI\\-hG&a\end{pmatrix}\begin{pmatrix}X&0\\0&TI\end{pmatrix}\begin{pmatrix}a&-hG\\hI&a\end{pmatrix},$$

whose blocks are

$$\begin{pmatrix}aXa+h^2TI&-haXG+hTa\\-hGXa+hTa&h^2GXG+Ta^2\end{pmatrix}.$$

```lean
/-- One OBABO step fixes the covariance with position block `T (K (I - h² K / 4))⁻¹`,
momentum block `T I` and no cross-correlation. -/
theorem obabo_stationary {c T h : ℝ} {K : Matrix n n ℝ} (hT : 0 ≤ T) (hc : c ^ 2 ≤ 1)
    (hK : K.IsSymm) (hKu : IsUnit K.det) (hLu : IsUnit (stepFactor h K).det) :
    obabo c T h K (Matrix.fromBlocks (positionCov T h K) 0 0 (T • 1)) =
      Matrix.fromBlocks (positionCov T h K) 0 0 (T • 1) := by
  have hGu : IsUnit (modifiedStiffness h K).det := by
    rw [modifiedStiffness, Matrix.det_mul]
    exact hKu.mul hLu
  obtain ⟨hsq, hcomm⟩ := verletDiag_relations h K
  -- BAB alone already preserves this covariance
  have hV : verlet h K * Matrix.fromBlocks (positionCov T h K) 0 0 (T • 1) * (verlet h K)ᵀ =
      Matrix.fromBlocks (positionCov T h K) 0 0 (T • 1) := by
    rw [verlet_push T h hK, positionCov]
    generalize modifiedStiffness h K = G at *
    generalize verletDiag h K = a at *
    have h1 : G * G⁻¹ = 1 := Matrix.mul_nonsing_inv G hGu
    have h2 : G⁻¹ * G = 1 := Matrix.nonsing_inv_mul G hGu
    have e1 : a * G⁻¹ * a = G⁻¹ - h ^ 2 • 1 := by
      have hi : a * G⁻¹ = G⁻¹ * a := by
        calc a * G⁻¹ = (G⁻¹ * G) * (a * G⁻¹) := by rw [h2, Matrix.one_mul]
          _ = G⁻¹ * (G * a) * G⁻¹ := by simp only [Matrix.mul_assoc]
          _ = G⁻¹ * (a * G) * G⁻¹ := by rw [hcomm]
          _ = G⁻¹ * a * (G * G⁻¹) := by simp only [Matrix.mul_assoc]
          _ = G⁻¹ * a := by rw [h1, Matrix.mul_one]
      rw [hi, Matrix.mul_assoc, hsq, Matrix.mul_sub, Matrix.mul_one, Matrix.mul_smul, h2]
    have e2 : a * G⁻¹ * G = a := by rw [Matrix.mul_assoc, h2, Matrix.mul_one]
    rw [Matrix.fromBlocks_inj]
    refine ⟨?_, ?_, ?_, ?_⟩ <;>
      simp only [Matrix.mul_smul, Matrix.smul_mul, e1, e2, h1, Matrix.one_mul, hsq] <;>
      module
  rw [obabo, ouStep_fixed hT hc, hV, ouStep_fixed hT hc]
```

This is the main result: one OBABO step returns the covariance with blocks $TG^{-1}$ and $TI$ unchanged. `IsUnit K.det` says that $\det K\neq0$, so there are no zero-frequency modes such as free translations. For a free molecule, $K$ must therefore be restricted to the vibrational modes. The hypothesis `hLu` says the same of $L$, which excludes a mode with $h\omega=2$, where $\omega^2$ is an eigenvalue of $K$. Together they make $G$ invertible.

Insert $X=TG^{-1}$ into the blocks above. Since $a$ commutes with $G$, it commutes with $G^{-1}$, and

$$\begin{aligned}
TaG^{-1}a+h^2TI&=TG^{-1}(I-h^2G)+h^2TI=TG^{-1},\\
-hTaG^{-1}G+hTa&=0,\\
-hTGG^{-1}a+hTa&=0,\\
h^2TGG^{-1}G+Ta^2&=h^2TG+T(I-h^2G)=TI.
\end{aligned}$$

So BAB alone preserves the covariance, which is `hV`, and both O steps leave it alone. In Lean, `generalize` replaces the explicit $G$ and $a$ by letters, so that only their relations and the invertibility of $G$ enter. The facts `e1` and `e2` are the simplifications of $aG^{-1}a$ and $aG^{-1}G$. The last line chains O, BAB and O.

The theorem concerns second moments under linear forces. It does not address anharmonic potentials or convergence from another starting covariance.

```lean
/-- For nonzero `c` and `h`, a stationary covariance with momentum block `T I` and no
cross-correlation has position block `T (K (I - h² K / 4))⁻¹`. -/
theorem positionCov_unique {c T h : ℝ} {K X : Matrix n n ℝ} (hT : 0 ≤ T) (hc : c ^ 2 ≤ 1)
    (hc0 : c ≠ 0) (hh : h ≠ 0) (hK : K.IsSymm) (hKu : IsUnit K.det)
    (hLu : IsUnit (stepFactor h K).det)
    (hX : obabo c T h K (Matrix.fromBlocks X 0 0 (T • 1)) =
      Matrix.fromBlocks X 0 0 (T • 1)) :
    X = positionCov T h K := by
  have hGu : IsUnit (modifiedStiffness h K).det := by
    rw [modifiedStiffness, Matrix.det_mul]
    exact hKu.mul hLu
  rw [obabo, ouStep_fixed hT hc, verlet_push T h hK, ouStep_blocks hT hc,
    Matrix.fromBlocks_inj] at hX
  -- the momentum block alone determines X
  have hp := hX.2.2.2
  rw [(verletDiag_relations h K).1] at hp
  rw [positionCov]
  generalize modifiedStiffness h K = G at *
  have hz : (c ^ 2 * h ^ 2) • (G * X * G - T • G) = 0 := by
    linear_combination (norm := module) hp
  have hne : c ^ 2 * h ^ 2 ≠ 0 := mul_ne_zero (pow_ne_zero 2 hc0) (pow_ne_zero 2 hh)
  have hg : G * X * G = T • G := sub_eq_zero.mp ((smul_eq_zero.mp hz).resolve_left hne)
  have h1 : G * G⁻¹ = 1 := Matrix.mul_nonsing_inv G hGu
  have h2 : G⁻¹ * G = 1 := Matrix.nonsing_inv_mul G hGu
  calc X = (G⁻¹ * G) * X * (G * G⁻¹) := by rw [h1, h2, Matrix.one_mul, Matrix.mul_one]
    _ = G⁻¹ * (G * X * G) * G⁻¹ := by simp only [Matrix.mul_assoc]
    _ = T • G⁻¹ := by rw [hg, Matrix.mul_smul, h2, Matrix.smul_mul, Matrix.one_mul]
```

Conversely, keep the hypotheses of the previous theorem, and suppose that $c$ and $h$ are nonzero and that some $X$ is stationary together with momentum block $TI$ and no cross-correlation. The first O changes nothing; BAB and the second O then give the momentum equation

$$c^2\bigl(h^2GXG+T(I-h^2G)\bigr)+T(1-c^2)I=TI.$$

It reduces to $c^2h^2(GXG-TG)=0$, hence $GXG=TG$. Multiplying by $G^{-1}$ on both sides gives $X=TG^{-1}$. In the code, `hp` is the momentum equation, `hz` its reduced form, and the closing `calc` performs the multiplication. Uniqueness is meant within this block diagonal class.

## The size of the bias

```lean
/-- The position covariance is `T K⁻¹` plus `(T h² / 4) (I - h² K / 4)⁻¹`. -/
theorem positionCov_bias (T h : ℝ) {K : Matrix n n ℝ} (hKu : IsUnit K.det)
    (hLu : IsUnit (stepFactor h K).det) :
    positionCov T h K = T • K⁻¹ + (T * h ^ 2 / 4) • (stepFactor h K)⁻¹ := by
  have hcomm : K * stepFactor h K = stepFactor h K * K := by
    simp only [stepFactor, Matrix.mul_sub, Matrix.sub_mul, Matrix.mul_one, Matrix.one_mul,
      Matrix.mul_smul, Matrix.smul_mul]
  have hinv : (modifiedStiffness h K)⁻¹ = K⁻¹ + (h ^ 2 / 4) • (stepFactor h K)⁻¹ := by
    apply Matrix.inv_eq_right_inv
    have e1 : K * stepFactor h K * K⁻¹ = stepFactor h K := by
      rw [hcomm, Matrix.mul_assoc, Matrix.mul_nonsing_inv K hKu, Matrix.mul_one]
    have e2 : K * stepFactor h K * (stepFactor h K)⁻¹ = K := by
      rw [Matrix.mul_assoc, Matrix.mul_nonsing_inv _ hLu, Matrix.mul_one]
    rw [modifiedStiffness, Matrix.mul_add, Matrix.mul_smul, e1, e2, stepFactor]
    module
  rw [positionCov, hinv]
  module
```

The position covariance splits into the canonical part and a correction:

$$TG^{-1}=TK^{-1}+\frac{Th^2}4L^{-1}.$$

To check it, note that $K$ and $L$ commute, so $GK^{-1}=L$ and $GL^{-1}=K$. Therefore

$$G\Bigl(K^{-1}+\tfrac{h^2}4L^{-1}\Bigr)=L+\tfrac{h^2}4K=I.$$

The lemma `Matrix.inv_eq_right_inv` turns this right inverse into the inverse. For a single mode of frequency $\omega$ with $0<h\omega<2$, the position variance is $T/\bigl(\omega^2(1-h^2\omega^2/4)\bigr)$. At $h\omega=1$ it is a third too large.

```lean
/-- For `T > 0` and positive definite `K` and `I - h² K / 4`, the position covariance is
positive definite. -/
theorem positionCov_posDef {T h : ℝ} {K : Matrix n n ℝ} (hT : 0 < T) (hK : K.PosDef)
    (hL : (stepFactor h K).PosDef) : (positionCov T h K).PosDef := by
  rw [positionCov_bias T h ((Matrix.isUnit_iff_isUnit_det _).mp hK.isUnit)
    ((Matrix.isUnit_iff_isUnit_det _).mp hL.isUnit)]
  have hb : 0 ≤ T * h ^ 2 / 4 := by positivity
  exact (hK.inv.smul hT).add_posSemidef (hL.inv.posSemidef.smul hb)

end

end LangevinOBABO
```

Invertibility alone would allow $TG^{-1}$ to have negative eigenvalues, and then it would not be the covariance of any random positions. If $T>0$ and both $K$ and $L$ are positive definite, it is positive definite. Physically, the equilibrium is a true minimum and every mode satisfies $h\omega<2$, the stability limit of velocity Verlet. The proof uses the splitting above: $TK^{-1}$ is positive definite, and the correction is positive semidefinite.

```lean
#print axioms LangevinOBABO.obabo_stationary
#print axioms LangevinOBABO.positionCov_unique
#print axioms LangevinOBABO.positionCov_posDef
```

```
'LangevinOBABO.obabo_stationary' depends on axioms: [propext, Classical.choice, Quot.sound]
'LangevinOBABO.positionCov_unique' depends on axioms: [propext, Classical.choice, Quot.sound]
'LangevinOBABO.positionCov_posDef' depends on axioms: [propext, Classical.choice, Quot.sound]
```
